# Octahedral field with trigonal quantisation: the m = 2, −1 block of a d shell has eigenvalues 6Dq and −4Dq

To calculate the d levels of a trigonally distorted octahedral complex, one can quantise along the threefold axis, diagonalise the undistorted octahedral field in that basis, and then add the distortion. The octahedral field is not diagonal there. With the $x$ axis chosen as in the next section, it couples $m=2$ to $m=-1$, taken in this order, through

$$
B = Dq\begin{pmatrix} -\tfrac23 & \tfrac{10\sqrt2}{3}\\[2pt] \tfrac{10\sqrt2}{3} & \tfrac83\end{pmatrix},
$$

where the real number $Dq$ sets the field strength and energies are measured from the mean of the five d orbitals. The eigenvalues of $B$ are $6Dq$ and $-4Dq$, with orthonormal eigenvectors $(1,\sqrt2)/\sqrt3$ and $(\sqrt2,-1)/\sqrt3$. For one electron in an undistorted octahedral field, these vectors are zeroth-order states for a perturbation treatment of the distortion.

## From the fourfold axes to the block

Take $z$ along a threefold axis and $\hbar=1$. The three fourfold axes, numbered $k=0,1,2$, make equal angles with $z$ and have azimuths $\varphi_k = 0^\circ, 120^\circ, 240^\circ$:

$$
\mathbf n_k=\left(\sqrt{\tfrac23}\cos\varphi_k,\ \sqrt{\tfrac23}\sin\varphi_k,\ \tfrac1{\sqrt3}\right).
$$

The octahedral field on the shell is the quartic cubic invariant

$$
H = Dq\left(\tfrac53\sum_k(\mathbf n_k\cdot\mathbf L)^4-34\right).
$$

The constant 34 puts the mean energy of the five orbitals at zero, and the factor $5/3$ makes the octahedral splitting $10Dq$.

With $u=e^{-i\varphi_k}$, so that $u^3=1$ and $u^*=u^2$,

$$
A=\mathbf n_k\cdot\mathbf L=\tfrac{1}{\sqrt3}L_z+\tfrac{1}{\sqrt6}\left(uL_++u^2L_-\right).
$$

In the order $m=2,1,0,-1,-2$, the diagonal of $A$ is $(2,1,0,-1,-2)/\sqrt3$, and the elements above it are $u$ times $\sqrt6/3,\,1,\,1,\,\sqrt6/3$. Squaring gives the two rows needed for the block:

- $m=2$: $\left(2,\ \sqrt2\,u,\ \tfrac{\sqrt6}{3}u^2,\ 0,\ 0\right)$
- $m=-1$: $\left(0,\ u,\ -\tfrac{\sqrt3}{3}u^2,\ 2,\ -\sqrt2\,u\right)$

Since $A^2$ is Hermitian, the elements of $A^4$ are scalar products of such rows:

$$
(A^4)_{2,2}=4+2+\tfrac23=\tfrac{20}3,\qquad
(A^4)_{-1,-1}=1+\tfrac13+4+2=\tfrac{22}3,
$$

$$
(A^4)_{2,-1}=\sqrt2\,u\cdot u^2-\tfrac{\sqrt6}{3}u^2\cdot\tfrac{\sqrt3}{3}u=\sqrt2-\tfrac{\sqrt2}{3}=\tfrac{2\sqrt2}{3}.
$$

In general $(A^4)_{m,m'}$ carries the phase $u^{m-m'}$. The three values of $u$ sum to zero, and so do their squares, so the sum over axes keeps only elements with $m-m'=0,\pm3$, each multiplied by the number of axes. Hence

$$
\tfrac53\cdot20-34=-\tfrac23,\qquad \tfrac53\cdot22-34=\tfrac83,\qquad \tfrac53\cdot2\sqrt2=\tfrac{10\sqrt2}{3},
$$

which is $B$. Neither state couples to the rest of the shell, so the eigenvalues of $B$ are levels of the full field.

Multiplication confirms the eigenvectors:

$$
B\begin{pmatrix}1\\\sqrt2\end{pmatrix}=Dq\begin{pmatrix}-\tfrac23+\tfrac{20}3\\[2pt]\tfrac{10\sqrt2}3+\tfrac{8\sqrt2}3\end{pmatrix}=6Dq\begin{pmatrix}1\\\sqrt2\end{pmatrix},
$$

$$
B\begin{pmatrix}\sqrt2\\-1\end{pmatrix}=Dq\begin{pmatrix}-\tfrac{2\sqrt2}3-\tfrac{10\sqrt2}3\\[2pt]\tfrac{20}3-\tfrac83\end{pmatrix}=-4Dq\begin{pmatrix}\sqrt2\\-1\end{pmatrix}.
$$

Both vectors have squared length 3, and their scalar product is $\sqrt2-\sqrt2=0$.

Conversely, let $(x,y)\neq0$ satisfy the eigenvalue equation with eigenvalue $E$. Its two rows are

$$
(E+\tfrac23Dq)\,x=\tfrac{10\sqrt2}3Dq\,y,\qquad (E-\tfrac83Dq)\,y=\tfrac{10\sqrt2}3Dq\,x.
$$

Eliminating $y$ gives $(E-6Dq)(E+4Dq)\,x=0$, and eliminating $x$ gives the same equation for $y$. One component is nonzero, so $E$ is $6Dq$ or $-4Dq$. At $Dq=0$ the two values coincide.

## A trigonal distortion mixes the two states

The result assumes a purely cubic field. Add a distortion $\delta(L_z^2-2)$ with real $\delta\neq0$, which contributes $\mathrm{diag}(2\delta,-\delta)$ to the block. Its matrix element between the two eigenvectors is

$$
\tfrac13\left(\sqrt2\cdot2\delta+\sqrt2\,\delta\right)=\sqrt2\,\delta,
$$

so they are no longer eigenvectors. This small calculation is separate from the Lean development below.

## Angular momentum and field as matrices

The notation `s₂` and `s₃` stands for $\sqrt2$ and $\sqrt3$ as complex numbers.

```lean
import Mathlib

open Matrix

namespace TrigonalOctahedralField

set_option maxHeartbeats 400000

noncomputable section

local notation "s₂" => ((Real.sqrt 2 : ℝ) : ℂ)
local notation "s₃" => ((Real.sqrt 3 : ℝ) : ℂ)
```

Matrix indices 0 to 4 stand for $m=2,1,0,-1,-2$. The phases of the basis states are the usual ones, with real non-negative elements of $L_\pm$.

```lean
/-- The x component of the l = 2 angular momentum, in the basis m = 2, 1, 0, -1, -2. -/
def Lx : Matrix (Fin 5) (Fin 5) ℂ :=
  !![0, 1, 0, 0, 0;
     1, 0, s₂ * s₃ / 2, 0, 0;
     0, s₂ * s₃ / 2, 0, s₂ * s₃ / 2, 0;
     0, 0, s₂ * s₃ / 2, 0, 1;
     0, 0, 0, 1, 0]

/-- The y component of the l = 2 angular momentum in the same basis. -/
def Ly : Matrix (Fin 5) (Fin 5) ℂ :=
  !![0, -Complex.I, 0, 0, 0;
     Complex.I, 0, -Complex.I * (s₂ * s₃ / 2), 0, 0;
     0, Complex.I * (s₂ * s₃ / 2), 0, -Complex.I * (s₂ * s₃ / 2), 0;
     0, 0, Complex.I * (s₂ * s₃ / 2), 0, -Complex.I;
     0, 0, 0, Complex.I, 0]

/-- The z component of the l = 2 angular momentum, diagonal with entries m. -/
def Lz : Matrix (Fin 5) (Fin 5) ℂ :=
  !![2, 0, 0, 0, 0; 0, 1, 0, 0, 0; 0, 0, 0, 0, 0; 0, 0, 0, -1, 0; 0, 0, 0, 0, -2]
```

The rows of the next matrix are $\mathbf n_0,\mathbf n_1,\mathbf n_2$. Placing $\mathbf n_0$ in the $xz$ plane, with positive $x$ and $z$ components, fixes the sign of the coupling: turning the frame by $60^\circ$ about $z$ would reverse it, and with it the relative sign within each eigenvector. This matters when comparing with other tables.

```lean
/-- The rows are the three fourfold axes of the octahedron, in a frame whose z axis is a
threefold axis. -/
def fourfoldAxis : Matrix (Fin 3) (Fin 3) ℝ :=
  !![√2 * √3 / 3, 0, √3 / 3;
     -(√2 * √3) / 6, √2 / 2, √3 / 3;
     -(√2 * √3) / 6, -√2 / 2, √3 / 3]

/-- The angular momentum along the k-th fourfold axis. -/
def axisMomentum (k : Fin 3) : Matrix (Fin 5) (Fin 5) ℂ :=
  (fourfoldAxis k 0 : ℂ) • Lx + (fourfoldAxis k 1 : ℂ) • Ly + (fourfoldAxis k 2 : ℂ) • Lz
```

The field is defined from these operators, with `Dq` a single real parameter of either sign. Its value, which depends on the ligands and the radial wave function, is an input. The step to a real complex is the identification of its ligand field, restricted to one d shell, with this operator up to a constant energy.

```lean
/-- The octahedral field on a d shell: the sum of the fourth powers of the angular momentum
along the fourfold axes, scaled and shifted. -/
def octahedralField (Dq : ℝ) : Matrix (Fin 5) (Fin 5) ℂ :=
  (Dq : ℂ) • ((5 / 3 : ℂ) • ∑ k, axisMomentum k ^ 4 - (34 : ℂ) • 1)
```

The block is cut out of the full matrix by selecting indices 0 and 3, that is, $m=2$ and $m=-1$.

```lean
/-- The part of the octahedral field acting between m = 2 and m = -1. -/
def trigonalBlock (Dq : ℝ) : Matrix (Fin 2) (Fin 2) ℂ :=
  (octahedralField Dq).submatrix ![0, 3] ![0, 3]
```

`phase k` is the $u$ of the derivation for axis $k$.

```lean
/-- The azimuthal phase factor of each fourfold axis, a cube root of unity. -/
def phase : Fin 3 → ℂ :=
  ![1, -1 / 2 - s₃ / 2 * Complex.I, -1 / 2 + s₃ / 2 * Complex.I]
```

The two candidate eigenvectors are already normalised. The names `upperState` and `lowerState` describe the order of the levels for $Dq>0$; for $Dq<0$ it is reversed.

```lean
/-- The combination (1, √2)/√3 of m = 2 and m = -1. -/
def upperState : Fin 2 → ℂ := ![1 / s₃, s₂ / s₃]

/-- The combination (√2, -1)/√3 of m = 2 and m = -1. -/
def lowerState : Fin 2 → ℂ := ![s₂ / s₃, -1 / s₃]
```

## Checking the axes and the algebra

The squares of the two radicals, together with $i^2=-1$, are the arithmetic on which the entry-by-entry checks rely.

```lean
/-- The squares of the two radicals that occur in the matrix elements. -/
theorem radicals_sq : s₂ ^ 2 = 2 ∧ s₃ ^ 2 = 3 := by
  constructor
  · rw [← Complex.ofReal_pow, Real.sq_sqrt (by norm_num)]; norm_num
  · rw [← Complex.ofReal_pow, Real.sq_sqrt (by norm_num)]; norm_num
```

The next two theorems confirm that the explicit matrices are what they are said to be: the axes are mutually perpendicular unit vectors, and the components satisfy $[L_x,L_y]=iL_z$ and its cyclic partners. In each proof `ext` and `fin_cases` reduce the matrix equation to single entries, and `grind` closes the resulting algebra.

```lean
/-- The three fourfold axes are orthonormal. -/
theorem fourfoldAxis_orthonormal : fourfoldAxis * fourfoldAxisᵀ = 1 := by
  have h2 : √2 ^ 2 = 2 := Real.sq_sqrt (by norm_num)
  have h3 : √3 ^ 2 = 3 := Real.sq_sqrt (by norm_num)
  ext i j
  fin_cases i <;> fin_cases j <;>
    simp [fourfoldAxis, Matrix.mul_apply, Fin.sum_univ_three] <;> grind

/-- The three matrices obey the angular momentum commutation relations. -/
theorem angular_momentum_commutators :
    Lx * Ly - Ly * Lx = Complex.I • Lz ∧ Ly * Lz - Lz * Ly = Complex.I • Lx ∧
      Lz * Lx - Lx * Lz = Complex.I • Ly := by
  obtain ⟨h2, h3⟩ := radicals_sq
  have hI := Complex.I_sq
  refine ⟨?_, ?_, ?_⟩ <;> ext i j <;> fin_cases i <;> fin_cases j <;>
    simp [Lx, Ly, Lz] <;> grind
```

## Fourth powers and the sum over axes

The phase relations are $u^3=1$ for each axis and the vanishing of the two sums over axes.

```lean
/-- The phases are cube roots of unity, and both they and their squares sum to zero. -/
theorem phase_relations : (∀ k, phase k ^ 3 = 1) ∧ phase 0 + phase 1 + phase 2 = 0 ∧
    phase 0 ^ 2 + phase 1 ^ 2 + phase 2 ^ 2 = 0 := by
  obtain ⟨-, h3⟩ := radicals_sq
  have hI := Complex.I_sq
  refine ⟨fun k => ?_, ?_, ?_⟩
  · fin_cases k <;> simp [phase] <;> grind
  · simp [phase]; grind
  · simp [phase]; grind
```

The tridiagonal form of $\mathbf n_k\cdot\mathbf L$ follows, with $u^2$ in place of $u^*$.

```lean
/-- Along each fourfold axis the angular momentum is tridiagonal, and the elements that change
m by one carry the phase of that axis or its square. -/
theorem axisMomentum_eq (k : Fin 3) : axisMomentum k =
    !![2 * s₃ / 3, s₂ * s₃ / 3 * phase k, 0, 0, 0;
       s₂ * s₃ / 3 * phase k ^ 2, s₃ / 3, phase k, 0, 0;
       0, phase k ^ 2, 0, phase k, 0;
       0, 0, phase k ^ 2, -s₃ / 3, s₂ * s₃ / 3 * phase k;
       0, 0, 0, s₂ * s₃ / 3 * phase k ^ 2, -2 * s₃ / 3] := by
  obtain ⟨h2, h3⟩ := radicals_sq
  have hI := Complex.I_sq
  ext i j
  fin_cases k <;> fin_cases i <;> fin_cases j <;>
    simp [axisMomentum, fourfoldAxis, Lx, Ly, Lz, phase] <;> grind
```

The fourth power is obtained as in the derivation, by squaring twice. The intermediate result `hsq` is the full $A^2$, of which two rows were written out above.

```lean
/-- The fourth power of the angular momentum along a fourfold axis; elements that change m by
three carry no phase. -/
theorem axisMomentum_pow_four (k : Fin 3) : axisMomentum k ^ 4 =
    !![20 / 3, 13 * s₂ / 3 * phase k, 5 * s₂ * s₃ / 3 * phase k ^ 2, 2 * s₂ / 3, 2 / 3 * phase k;
       13 * s₂ / 3 * phase k ^ 2, 22 / 3, 5 * s₃ / 3 * phase k, 11 / 3 * phase k ^ 2, -2 * s₂ / 3;
       5 * s₂ * s₃ / 3 * phase k, 5 * s₃ / 3 * phase k ^ 2, 6, -5 * s₃ / 3 * phase k,
         5 * s₂ * s₃ / 3 * phase k ^ 2;
       2 * s₂ / 3, 11 / 3 * phase k, -5 * s₃ / 3 * phase k ^ 2, 22 / 3, -13 * s₂ / 3 * phase k;
       2 / 3 * phase k ^ 2, -2 * s₂ / 3, 5 * s₂ * s₃ / 3 * phase k, -13 * s₂ / 3 * phase k ^ 2,
         20 / 3] := by
  obtain ⟨h2, h3⟩ := radicals_sq
  have hu := phase_relations.1 k
  -- square once, then square the result
  have hsq : axisMomentum k * axisMomentum k =
      !![2, s₂ * phase k, s₂ * s₃ / 3 * phase k ^ 2, 0, 0;
         s₂ * phase k ^ 2, 2, s₃ / 3 * phase k, phase k ^ 2, 0;
         s₂ * s₃ / 3 * phase k, s₃ / 3 * phase k ^ 2, 2, -s₃ / 3 * phase k,
           s₂ * s₃ / 3 * phase k ^ 2;
         0, phase k, -s₃ / 3 * phase k ^ 2, 2, -s₂ * phase k;
         0, 0, s₂ * s₃ / 3 * phase k, -s₂ * phase k ^ 2, 2] := by
    rw [axisMomentum_eq]
    ext i j
    fin_cases i <;> fin_cases j <;> simp [Matrix.mul_apply, Fin.sum_univ_five] <;> grind
  have h4 : axisMomentum k ^ 4 =
      (axisMomentum k * axisMomentum k) * (axisMomentum k * axisMomentum k) := by
    noncomm_ring
  rw [h4, hsq]
  ext i j
  fin_cases i <;> fin_cases j <;> simp [Matrix.mul_apply, Fin.sum_univ_five] <;> grind
```

Summing over the axes removes every element that still carries a phase. The theorem gives the whole $5\times5$ matrix: besides the block studied here, $m=1$ couples to $m=-2$, and $m=0$ stands alone at $-4Dq$.

```lean
/-- With trigonal quantisation the octahedral field couples m = 2 only to m = -1, and m = 1
only to m = -2. -/
theorem octahedralField_eq (Dq : ℝ) : octahedralField Dq = (Dq : ℂ) •
    !![-2 / 3, 0, 0, 10 * s₂ / 3, 0;
       0, 8 / 3, 0, 0, -10 * s₂ / 3;
       0, 0, -4, 0, 0;
       10 * s₂ / 3, 0, 0, 8 / 3, 0;
       0, -10 * s₂ / 3, 0, 0, -2 / 3] := by
  -- the sum over the three axes removes every element that carries a phase
  obtain ⟨-, hp, hq⟩ := phase_relations
  ext i j
  fin_cases i <;> fin_cases j <;>
    simp [octahedralField, axisMomentum_pow_four, Fin.sum_univ_three] <;> grind
```

## Eigenvectors and the complete list of eigenvalues

The first main theorem has six parts: the explicit block, the two eigenvalue equations (`*ᵥ` is matrix times vector), the two norms, and the orthogonality. The `star` takes the complex conjugate, so these are the usual quantum-mechanical inner products. The proof reads the block off the full matrix and then multiplies out, component by component.

```lean
/-- The block of the octahedral field between m = 2 and m = -1 has eigenvalues 6Dq and -4Dq on
(1, √2)/√3 and (√2, -1)/√3, and these two states are orthonormal. -/
theorem trigonalBlock_eigenstates (Dq : ℝ) :
    trigonalBlock Dq = (Dq : ℂ) • !![-2 / 3, 10 * s₂ / 3; 10 * s₂ / 3, 8 / 3] ∧
    trigonalBlock Dq *ᵥ upperState = (6 * Dq : ℂ) • upperState ∧
    trigonalBlock Dq *ᵥ lowerState = (-4 * Dq : ℂ) • lowerState ∧
    star upperState ⬝ᵥ upperState = 1 ∧ star lowerState ⬝ᵥ lowerState = 1 ∧
    star upperState ⬝ᵥ lowerState = 0 := by
  obtain ⟨h2, h3⟩ := radicals_sq
  have h0 : s₃ ≠ 0 := by
    intro h
    rw [h] at h3
    norm_num at h3
  have hB : trigonalBlock Dq =
      (Dq : ℂ) • !![-2 / 3, 10 * s₂ / 3; 10 * s₂ / 3, 8 / 3] := by
    rw [trigonalBlock, octahedralField_eq]
    ext i j
    fin_cases i <;> fin_cases j <;> simp
  refine ⟨hB, ?_, ?_, ?_, ?_, ?_⟩
  · rw [hB]
    ext i
    fin_cases i <;> simp [upperState, Matrix.mulVec, dotProduct, Fin.sum_univ_two] <;> grind
  · rw [hB]
    ext i
    fin_cases i <;> simp [lowerState, Matrix.mulVec, dotProduct, Fin.sum_univ_two] <;> grind
  · simp [upperState, dotProduct, Fin.sum_univ_two]; grind
  · simp [lowerState, dotProduct, Fin.sum_univ_two]; grind
  · simp [upperState, lowerState, dotProduct, Fin.sum_univ_two]; grind
```

The second main theorem says that a complex number $E$ has a nonzero eigenvector exactly when $E=6Dq$ or $E=-4Dq$. In the forward direction, `e0` and `e1` are the two rows of the eigenvalue equation. The `linear_combination` steps carry out the elimination, giving `hx` for the first component and `hy` for the second. If $E$ were neither value, both components would vanish, contradicting `v ≠ 0`. In the other direction the two known states serve as eigenvectors, and their unit norm shows that they are nonzero.

```lean
/-- A number E is an eigenvalue of the block exactly when it is 6Dq or -4Dq. -/
theorem trigonalBlock_eigenvalue_iff (Dq : ℝ) (E : ℂ) :
    (∃ v : Fin 2 → ℂ, v ≠ 0 ∧ trigonalBlock Dq *ᵥ v = E • v) ↔
      E = 6 * Dq ∨ E = -4 * Dq := by
  obtain ⟨hB, hU, hL, nU, nL, -⟩ := trigonalBlock_eigenstates Dq
  constructor
  · rintro ⟨v, hv, h⟩
    obtain ⟨h2, -⟩ := radicals_sq
    rw [hB] at h
    have e0 := congrFun h 0
    have e1 := congrFun h 1
    simp [Matrix.mulVec, dotProduct, Fin.sum_univ_two] at e0 e1
    -- eliminating either component leaves the secular equation times the other
    have hx : (E - 6 * Dq) * (E + 4 * Dq) * v 0 = 0 := by
      linear_combination -(E - 8 / 3 * Dq) * e0 - (10 * s₂ / 3 * Dq) * e1
        + 100 / 9 * (Dq : ℂ) ^ 2 * v 0 * h2
    have hy : (E - 6 * Dq) * (E + 4 * Dq) * v 1 = 0 := by
      linear_combination -(E + 2 / 3 * Dq) * e1 - (10 * s₂ / 3 * Dq) * e0
        + 100 / 9 * (Dq : ℂ) ^ 2 * v 1 * h2
    by_contra hE
    push Not at hE
    have hne : (E - 6 * Dq) * (E + 4 * Dq) ≠ 0 :=
      mul_ne_zero (sub_ne_zero.mpr hE.1)
        (fun h' => hE.2 (by linear_combination h'))
    apply hv
    ext i
    fin_cases i
    · exact (mul_eq_zero.mp hx).resolve_left hne
    · exact (mul_eq_zero.mp hy).resolve_left hne
  · rintro (rfl | rfl)
    · exact ⟨upperState, fun h => by simp [h] at nU, hU⟩
    · exact ⟨lowerState, fun h => by simp [h] at nL, hL⟩

end

end TrigonalOctahedralField
```

```lean
#print axioms TrigonalOctahedralField.fourfoldAxis_orthonormal
#print axioms TrigonalOctahedralField.angular_momentum_commutators
#print axioms TrigonalOctahedralField.trigonalBlock_eigenstates
#print axioms TrigonalOctahedralField.trigonalBlock_eigenvalue_iff
```

```
'TrigonalOctahedralField.fourfoldAxis_orthonormal' depends on axioms: [propext, Classical.choice, Quot.sound]
'TrigonalOctahedralField.angular_momentum_commutators' depends on axioms: [propext, Classical.choice, Quot.sound]
'TrigonalOctahedralField.trigonalBlock_eigenstates' depends on axioms: [propext, Classical.choice, Quot.sound]
'TrigonalOctahedralField.trigonalBlock_eigenvalue_iff' depends on axioms: [propext, Classical.choice, Quot.sound]
```
